# Exact conjugate gradients solve a positive definite system within as many steps as the matrix has distinct eigenvalues

Let $A$ be a real symmetric positive definite matrix with exactly $m$ distinct eigenvalues, let $b$ be any vector, and write $K_k=\mathrm{span}\{A^jb : j<k\}$, so that $K_0=\{0\}$. Then $A^{-1}b$ lies in $K_m$, and it is the unique minimizer of
$$E(x)=\tfrac12\,x\cdot Ax-b\cdot x .$$
Conjugate gradients started from $x_0=0$ and run without rounding reach it at some step $k\le m$.

In a steady linear-response model of semiclassical transport without a magnetic field, $A$ can be minus the linearized collision operator, discretized and written in symmetric form. Then $b$ is the driving term of a uniform applied field or temperature gradient, and $x$ is the suitably scaled deviation from local equilibrium. Positive definiteness says that collisions damp every deviation kept in the model, so conserved modes must have been removed. For such a finite matrix, the number of iterations in exact arithmetic is bounded by the number of distinct eigenvalues, however large the matrix is.

## The solution as a polynomial in $A$

Take orthonormal eigenvectors $Av_i=\mu_iv_i$ and expand $b=\sum_i c_iv_i$. Lagrange interpolation gives a polynomial $q$ of degree below $m$ with $q(\mu)=1/\mu$ at each of the $m$ eigenvalues. Hence
$$q(A)b=\sum_i c_i\,q(\mu_i)\,v_i=\sum_i \frac{c_i}{\mu_i}v_i=A^{-1}b,$$
and the left side combines only $A^jb$ with $j<m$.

## Energy and residual

With $z=y-x$, expanding and using symmetry gives
$$E(y)-E(x)=\tfrac12\,z\cdot Az-(b-Ax)\cdot z .$$
If the residual $b-Ax$ is orthogonal to $z\neq0$, then $E(y)>E(x)$. At $x=A^{-1}b$ the residual vanishes, so every other vector has higher energy.

## What one update preserves

Start from $x_0=0$, $r_0=p_0=b$, and set
$$\alpha_k=\frac{r_k\cdot r_k}{p_k\cdot Ap_k},\quad x_{k+1}=x_k+\alpha_kp_k,\quad r_{k+1}=r_k-\alpha_kAp_k,$$
$$\beta_k=\frac{r_{k+1}\cdot r_{k+1}}{r_k\cdot r_k},\quad p_{k+1}=r_{k+1}+\beta_kp_k .$$

As long as the earlier residuals are nonzero, the following hold at step $k$:

- $x_k\in K_k$, $r_k,p_k\in K_{k+1}$, $r_k=b-Ax_k$ and $r_k\cdot p_k=r_k\cdot r_k$;
- $r_k\cdot v=0$ and $p_k\cdot Av=0$ for all $v\in K_k$;
- every vector of $K_{k+1}$ is $w+cp_k$ with $w\in K_k$.

They are immediate at $k=0$. Suppose they hold at $k$ and $r_k\ne0$. Then $r_k\cdot p_k>0$, so $p_k\neq0$, $p_k\cdot Ap_k>0$ and $\alpha_k>0$. The memberships carry over because $A$ maps $K_{k+1}$ into $K_{k+2}$, and $b-Ax_{k+1}=r_k-\alpha_kAp_k=r_{k+1}$.

For $v=w+cp_k$ in $K_{k+1}$,
$$r_{k+1}\cdot v=r_k\cdot w-\alpha_k\,p_k\cdot Aw+c\,(r_k\cdot p_k-\alpha_k\,p_k\cdot Ap_k)=0 .$$
In particular $r_{k+1}\cdot p_k=0$, which gives $r_{k+1}\cdot p_{k+1}=r_{k+1}\cdot r_{k+1}$.

For conjugacy, $Aw\in K_{k+1}$ gives $r_{k+1}\cdot Aw=0$, hence $p_{k+1}\cdot Aw=0$. Since $Ap_k=(r_k-r_{k+1})/\alpha_k$ and $r_{k+1}\cdot r_k=0$,
$$p_{k+1}\cdot Ap_k=-\frac{r_{k+1}\cdot r_{k+1}}{\alpha_k}+\beta_k\,p_k\cdot Ap_k=0 .$$

Finally, write $A^kb=u+dp_k$ with $u\in K_k$. Then
$$A^{k+1}b=\Big[Au+\frac{d}{\alpha_k}(r_k+\beta_kp_k)\Big]-\frac{d}{\alpha_k}p_{k+1},$$
with the bracket in $K_{k+1}$. So $p_{k+1}$ extends $K_{k+1}$ to $K_{k+2}$.

## Termination by step $m$

For $y\in K_k$, the displacement $y-x_k$ lies in $K_k$ and is orthogonal to $r_k$, so $x_k$ is the strict minimizer in $K_k$. If $r_0,\dots,r_m$ were all nonzero, $x_m$ would be the strict minimizer in $K_m$, which contains the global minimizer $A^{-1}b$. The two would coincide and $r_m$ would vanish, a contradiction. At the first $k$ with $r_k=0$, we have $Ax_k=b$.

## Three components, two steps

Take $A=\mathrm{diag}(1,1,2)$ and $b=(1,1,1)$, so $m=2$. Then $\alpha_0=3/4$, $x_1=(\tfrac34,\tfrac34,\tfrac34)$ and $r_1=(\tfrac14,\tfrac14,-\tfrac12)$. Next, $\beta_0=1/8$, $p_1=(\tfrac38,\tfrac38,-\tfrac38)$ and $\alpha_1=2/3$, giving $x_2=(1,1,\tfrac12)=A^{-1}b$. The interpolating polynomial $q(\mu)=\tfrac32-\tfrac12\mu$ gives the same vector.

## Krylov spaces, energy and the recurrence in Lean

The finite type `n` labels the discretized states; `⬝ᵥ` is the dot product and `*ᵥ` applies a matrix to a vector.

```lean
import Mathlib

open Matrix

namespace TransportConjugateGradient

noncomputable section

variable {n : Type*} [Fintype n] [DecidableEq n] {A : Matrix n n ℝ} {b : n → ℝ}
```

`krylov A b k` is $K_k$.

```lean
/-- The Krylov space spanned by `b, A b, ..., A^(k-1) b`. -/
def krylov (A : Matrix n n ℝ) (b : n → ℝ) (k : ℕ) : Submodule ℝ (n → ℝ) :=
  Submodule.span ℝ {v | ∃ j < k, v = A ^ j *ᵥ b}
```

`energy` is $E$.

```lean
/-- The quadratic functional `⟨x, A x⟩/2 - ⟨b, x⟩`. -/
def energy (A : Matrix n n ℝ) (b x : n → ℝ) : ℝ := x ⬝ᵥ A *ᵥ x / 2 - b ⬝ᵥ x
```

The algorithm is the explicit recurrence above, with no minimization built into its definition. A state holds $x_k$, $r_k$ and $p_k$.

```lean
/-- The data carried by conjugate gradients: iterate `x`, residual `r`, search direction `p`. -/
structure State (n : Type*) where
  x : n → ℝ
  r : n → ℝ
  p : n → ℝ

/-- One conjugate-gradient update, meant for `⟨r, r⟩ ≠ 0` and `⟨p, A p⟩ ≠ 0`. -/
def step (A : Matrix n n ℝ) (s : State n) : State n :=
  let α := s.r ⬝ᵥ s.r / (s.p ⬝ᵥ A *ᵥ s.p)
  let r' := s.r - α • A *ᵥ s.p
  ⟨s.x + α • s.p, r', r' + (r' ⬝ᵥ r' / (s.r ⬝ᵥ s.r)) • s.p⟩

/-- The conjugate-gradient sequence for `A x = b`, started from `x = 0`. -/
def cg (A : Matrix n n ℝ) (b : n → ℝ) : ℕ → State n
  | 0 => ⟨0, b, b⟩
  | k + 1 => step A (cg A b k)
```

The preserved relations become the fields of one structure; `split` is the last item of the list.

```lean
/-- The relations between a state and the Krylov spaces: the residual is orthogonal to the
`k`-th space, and the search direction is conjugate to it and extends it to the next one. -/
structure Invariant (A : Matrix n n ℝ) (b : n → ℝ) (k : ℕ) (s : State n) : Prop where
  x_mem : s.x ∈ krylov A b k
  res : s.r = b - A *ᵥ s.x
  r_mem : s.r ∈ krylov A b (k + 1)
  p_mem : s.p ∈ krylov A b (k + 1)
  rp : s.r ⬝ᵥ s.p = s.r ⬝ᵥ s.r
  orth : ∀ v ∈ krylov A b k, s.r ⬝ᵥ v = 0
  conj : ∀ v ∈ krylov A b k, s.p ⬝ᵥ A *ᵥ v = 0
  split : ∀ v ∈ krylov A b (k + 1), ∃ w ∈ krylov A b k, ∃ c : ℝ, v = w + c • s.p
```

## Moving between Krylov spaces

Both lemmas are checked on the spanning vectors $A^jb$: the first raises the power by one, the second separates off the highest power.

```lean
/-- Applying `A` to a vector of one Krylov space gives a vector of the next. -/
theorem mulVec_mem_krylov {k : ℕ} {v : n → ℝ} (hv : v ∈ krylov A b k) :
    A *ᵥ v ∈ krylov A b (k + 1) := by
  have h : krylov A b k ≤ (krylov A b (k + 1)).comap A.mulVecLin := by
    refine Submodule.span_le.2 ?_
    rintro _ ⟨j, hj, rfl⟩
    refine Submodule.subset_span ⟨j + 1, by omega, ?_⟩
    rw [Matrix.mulVecLin_apply, Matrix.mulVec_mulVec, ← pow_succ']
  exact h hv

/-- A vector of the next Krylov space is one of the present space plus a multiple of `A^k b`. -/
theorem krylov_succ_split {k : ℕ} {v : n → ℝ} (hv : v ∈ krylov A b (k + 1)) :
    ∃ w ∈ krylov A b k, ∃ c : ℝ, v = w + c • (A ^ k *ᵥ b) := by
  have h : krylov A b (k + 1) ≤ krylov A b k ⊔ Submodule.span ℝ {A ^ k *ᵥ b} := by
    refine Submodule.span_le.2 ?_
    rintro _ ⟨j, hj, rfl⟩
    rcases Nat.lt_succ_iff_lt_or_eq.1 hj with h | rfl
    · exact Submodule.mem_sup_left (Submodule.subset_span ⟨j, h, rfl⟩)
    · exact Submodule.mem_sup_right (Submodule.mem_span_singleton_self _)
  obtain ⟨w, hw, u, hu, rfl⟩ := Submodule.mem_sup.1 (h hv)
  obtain ⟨c, rfl⟩ := Submodule.mem_span_singleton.1 hu
  exact ⟨w, hw, c, rfl⟩
```

## Symmetry and the energy comparison

For a real matrix, `A.PosDef` includes symmetry, which the first lemma extracts. The second is the strict energy comparison: `linarith` combines the expanded terms with the orthogonality hypothesis and positive definiteness.

```lean
omit [DecidableEq n] in
/-- A positive definite real matrix defines a symmetric bilinear form. -/
theorem form_symm (hA : A.PosDef) (x y : n → ℝ) : x ⬝ᵥ A *ᵥ y = y ⬝ᵥ A *ᵥ x := by
  have hT : Aᵀ = A := by
    rw [← Matrix.conjTranspose_eq_transpose_of_trivial]
    exact hA.isHermitian
  rw [Matrix.dotProduct_mulVec, ← Matrix.mulVec_transpose, hT, dotProduct_comm]

omit [DecidableEq n] in
/-- For positive definite `A`, if the residual at `x` is orthogonal to the displacement from `x`
to a different vector `y`, then `y` has the higher energy. -/
theorem energy_lt (hA : A.PosDef) {x y : n → ℝ} (h : (b - A *ᵥ x) ⬝ᵥ (y - x) = 0)
    (hy : y ≠ x) : energy A b x < energy A b y := by
  have hpos : 0 < (y - x) ⬝ᵥ A *ᵥ (y - x) := by
    simpa only [star_trivial] using hA.dotProduct_mulVec_pos (sub_ne_zero.2 hy)
  simp only [Matrix.mulVec_sub, sub_dotProduct, dotProduct_sub] at h hpos
  rw [dotProduct_comm (A *ᵥ x) y, dotProduct_comm (A *ᵥ x) x] at h
  have hs := form_symm hA x y
  unfold energy
  linarith
```

## The induction over steps

`step_invariant` follows the calculation above. The names `ho'`, `h2` and `h3` mark the new orthogonality and the two cancelling terms of conjugacy; the last bullet is the decomposition of $A^{k+1}b$.

```lean
/-- For positive definite `A`, a conjugate-gradient update from a nonzero residual carries the
orthogonality and conjugacy relations to the next Krylov space. -/
theorem step_invariant (hA : A.PosDef) {k : ℕ} {s : State n} (h : Invariant A b k s)
    (hr : s.r ≠ 0) : Invariant A b (k + 1) (step A s) := by
  obtain ⟨x, r, p⟩ := s
  obtain ⟨hx, hres, hrm, hpm, hrp, ho, hc, hd⟩ := h
  dsimp only at hx hres hrm hpm hrp ho hc hd hr
  have hrr : r ⬝ᵥ r ≠ 0 := mt dotProduct_self_eq_zero.1 hr
  have hp : p ≠ 0 := by
    intro h0
    rw [h0, dotProduct_zero] at hrp
    exact hrr hrp.symm
  have hpp : p ⬝ᵥ A *ᵥ p ≠ 0 := by
    simpa only [star_trivial] using (hA.dotProduct_mulVec_pos hp).ne'
  obtain ⟨α, hα⟩ : ∃ α, α = r ⬝ᵥ r / (p ⬝ᵥ A *ᵥ p) := ⟨_, rfl⟩
  have hα0 : α ≠ 0 := hα ▸ div_ne_zero hrr hpp
  have hαp : α * (p ⬝ᵥ A *ᵥ p) = r ⬝ᵥ r := by rw [hα, div_mul_cancel₀ _ hpp]
  obtain ⟨r', hr'⟩ : ∃ r', r' = r - α • A *ᵥ p := ⟨_, rfl⟩
  obtain ⟨β, hβ⟩ : ∃ β, β = r' ⬝ᵥ r' / (r ⬝ᵥ r) := ⟨_, rfl⟩
  have hstep : step A ⟨x, r, p⟩ = ⟨x + α • p, r', r' + β • p⟩ := by
    subst hβ; subst hr'; subst hα; rfl
  have hAp : A *ᵥ p = α⁻¹ • (r - r') := by
    rw [hr', sub_sub_cancel, smul_smul, inv_mul_cancel₀ hα0, one_smul]
  have mono : ∀ j, krylov A b j ≤ krylov A b (j + 1) := fun j =>
    Submodule.span_mono fun _ ⟨i, hi, e⟩ => ⟨i, by omega, e⟩
  -- the new residual is orthogonal to the enlarged Krylov space
  have ho' : ∀ v ∈ krylov A b (k + 1), r' ⬝ᵥ v = 0 := by
    intro v hv
    obtain ⟨w, hw, c, rfl⟩ := hd v hv
    have h1 : (A *ᵥ p) ⬝ᵥ w = 0 := by rw [dotProduct_comm, form_symm hA, hc w hw]
    have h2 := dotProduct_comm (A *ᵥ p) p
    rw [hr']
    simp only [sub_dotProduct, smul_dotProduct, dotProduct_add, dotProduct_smul,
      smul_eq_mul, h1, h2, ho w hw, hrp]
    linear_combination (-c) * hαp
  have hrm' : r' ∈ krylov A b (k + 1 + 1) := by
    rw [hr']
    exact Submodule.sub_mem _ (mono _ hrm) (Submodule.smul_mem _ _ (mulVec_mem_krylov hpm))
  rw [hstep]
  refine ⟨add_mem (mono _ hx) (Submodule.smul_mem _ _ hpm), ?_, hrm',
    add_mem hrm' (Submodule.smul_mem _ _ (mono _ hpm)), ?_, ho', ?_, ?_⟩
  · dsimp only
    rw [hr', Matrix.mulVec_add, Matrix.mulVec_smul, hres]
    module
  · dsimp only
    rw [dotProduct_add, dotProduct_smul, ho' p hpm, smul_zero, add_zero]
  · -- the new direction is conjugate to the enlarged space
    intro v hv
    obtain ⟨w, hw, c, rfl⟩ := hd v hv
    have h1 : r' ⬝ᵥ A *ᵥ w = 0 := ho' _ (mulVec_mem_krylov hw)
    have h2 : r' ⬝ᵥ A *ᵥ p = -(α⁻¹ * (r' ⬝ᵥ r')) := by
      rw [hAp, dotProduct_smul, dotProduct_sub, ho' r hrm, smul_eq_mul]
      ring
    have h3 : β * (p ⬝ᵥ A *ᵥ p) = α⁻¹ * (r' ⬝ᵥ r') := by
      rw [hβ, ← hαp]
      field_simp
    simp only [Matrix.mulVec_add, Matrix.mulVec_smul, add_dotProduct, dotProduct_add,
      smul_dotProduct, dotProduct_smul, smul_eq_mul, h1, h2, hc w hw]
    linear_combination c * h3
  · -- the new direction supplies the missing power of `A`
    intro v hv
    obtain ⟨w, hw, c, rfl⟩ := krylov_succ_split hv
    obtain ⟨u, hu, d, hud⟩ := hd _ (Submodule.subset_span ⟨k, by omega, rfl⟩)
    have e : A ^ (k + 1) *ᵥ b = A *ᵥ u + (d * α⁻¹) • (r - r') := by
      rw [pow_succ', ← Matrix.mulVec_mulVec, hud, Matrix.mulVec_add, Matrix.mulVec_smul,
        hAp, smul_smul]
    refine ⟨w + c • (A *ᵥ u + (d * α⁻¹) • (r + β • p)), ?_, -(c * d * α⁻¹), ?_⟩
    · exact add_mem hw (Submodule.smul_mem _ _ (add_mem (mulVec_mem_krylov hu)
        (Submodule.smul_mem _ _ (add_mem hrm (Submodule.smul_mem _ _ hpm)))))
    · rw [e]
      module
```

Induction from $x_0=0$ gives the relations at every step reached through nonzero residuals.

```lean
/-- For positive definite `A`, the relations hold at step `k` if all earlier residuals are
nonzero. -/
theorem cg_invariant (hA : A.PosDef) (k : ℕ) (h : ∀ j < k, (cg A b j).r ≠ 0) :
    Invariant A b k (cg A b k) := by
  induction k with
  | zero =>
    have h0 : ∀ v ∈ krylov A b 0, v = 0 := by
      intro v hv
      simpa [krylov] using hv
    have hb : b ∈ krylov A b (0 + 1) := Submodule.subset_span ⟨0, by omega, by simp⟩
    refine ⟨zero_mem _, by simp [cg], hb, hb, rfl, ?_, ?_, ?_⟩
    · intro v hv
      rw [h0 v hv, dotProduct_zero]
    · intro v hv
      rw [h0 v hv, Matrix.mulVec_zero, dotProduct_zero]
    · intro v hv
      obtain ⟨w, hw, c, rfl⟩ := krylov_succ_split hv
      exact ⟨w, hw, c, by simp [cg]⟩
  | succ k ih =>
    exact step_invariant hA (ih fun j hj => h j (by omega)) (h k (by omega))
```

Orthogonality to $K_k$ then yields the strict minimum.

```lean
/-- For positive definite `A`, as long as the earlier residuals are nonzero, the `k`-th iterate
is the unique energy minimizer in the `k`-th Krylov space. -/
theorem cg_minimizes (hA : A.PosDef) (k : ℕ) (h : ∀ j < k, (cg A b j).r ≠ 0) :
    (cg A b k).x ∈ krylov A b k ∧
      ∀ y ∈ krylov A b k, y ≠ (cg A b k).x → energy A b (cg A b k).x < energy A b y := by
  have hi := cg_invariant hA k h
  refine ⟨hi.x_mem, fun y hy hne => energy_lt hA ?_ hne⟩
  rw [← hi.res]
  exact hi.orth _ (sub_mem hy hi.x_mem)
```

## Interpolation on the spectrum

The hypothesis `(spectrum ℝ A).ncard = m` counts distinct eigenvalues, without multiplicity. The vector `y` is $q(A)b$; `hyv` expands it in eigenvectors and `hAy` verifies $Ay=b$.

```lean
/-- If the positive definite matrix `A` has `m` distinct eigenvalues, the solution `A⁻¹ b` lies
in the span of `b, A b, ..., A^(m-1) b`. -/
theorem solution_mem_krylov (hA : A.PosDef) (b : n → ℝ) {m : ℕ}
    (hm : (spectrum ℝ A).ncard = m) : A⁻¹ *ᵥ b ∈ krylov A b m := by
  let ev := hA.isHermitian.eigenvalues
  let S : Finset ℝ := Finset.univ.image ev
  have hS : spectrum ℝ A = (S : Set ℝ) := by
    rw [hA.isHermitian.spectrum_real_eq_range_eigenvalues]
    simp [S, ev]
  have hcard : S.card = m := by rw [← hm, hS, Set.ncard_coe_finset]
  -- a polynomial of degree below `m` that equals `1/μ` at each eigenvalue `μ`
  obtain ⟨q, hq, hdeg⟩ : ∃ q : Polynomial ℝ, (∀ i, q.eval (ev i) = (ev i)⁻¹) ∧
      q.degree < (m : WithBot ℕ) := by
    have inj : Set.InjOn (id : ℝ → ℝ) (S : Set ℝ) := Function.injective_id.injOn
    refine ⟨Lagrange.interpolate S id (fun μ => μ⁻¹), fun i => ?_, ?_⟩
    · exact Lagrange.eval_interpolate_at_node (fun μ : ℝ => μ⁻¹) inj
        (Finset.mem_image_of_mem ev (Finset.mem_univ i))
    · rw [← hcard]
      exact Lagrange.degree_interpolate_lt _ inj
  let v : n → n → ℝ := fun i => (hA.isHermitian.eigenvectorBasis i).ofLp
  have hv : ∀ i, A *ᵥ v i = ev i • v i := fun i => hA.isHermitian.mulVec_eigenvectorBasis i
  have hpow : ∀ i (j : ℕ), A ^ j *ᵥ v i = ev i ^ j • v i := by
    intro i j
    induction j with
    | zero => simp
    | succ j ih =>
      rw [pow_succ', ← Matrix.mulVec_mulVec, ih, Matrix.mulVec_smul, hv, smul_smul, pow_succ]
  obtain ⟨c, hc⟩ : ∃ c : n → ℝ, b = ∑ i, c i • v i := by
    refine ⟨fun i => hA.isHermitian.eigenvectorBasis.repr (WithLp.toLp 2 b) i, ?_⟩
    have h := congrArg WithLp.ofLp
      (hA.isHermitian.eigenvectorBasis.sum_repr (WithLp.toLp 2 b))
    rw [WithLp.ofLp_sum] at h
    exact h.symm
  let y : n → ℝ := ∑ j ∈ q.support, q.coeff j • (A ^ j *ᵥ b)
  have hy : y ∈ krylov A b m := by
    refine Submodule.sum_mem _ fun j hj => Submodule.smul_mem _ _ (Submodule.subset_span
      ⟨j, ?_, rfl⟩)
    exact_mod_cast (Polynomial.le_degree_of_mem_supp j hj).trans_lt hdeg
  have hyv : y = ∑ i, (c i * (ev i)⁻¹) • v i := by
    have h1 : ∀ j, A ^ j *ᵥ b = ∑ i, (c i * ev i ^ j) • v i := by
      intro j
      rw [hc, ← Matrix.mulVecLin_apply, map_sum]
      refine Finset.sum_congr rfl fun i _ => ?_
      rw [map_smul, Matrix.mulVecLin_apply, hpow, smul_smul]
    simp only [y, h1, Finset.smul_sum, smul_smul]
    rw [Finset.sum_comm]
    refine Finset.sum_congr rfl fun i _ => ?_
    rw [← Finset.sum_smul, ← hq i, Polynomial.eval_eq_sum, Polynomial.sum_def, Finset.mul_sum]
    congr 1
    exact Finset.sum_congr rfl fun j _ => by ring
  have hAy : A *ᵥ y = b := by
    rw [hyv, hc, ← Matrix.mulVecLin_apply, map_sum]
    refine Finset.sum_congr rfl fun i _ => ?_
    have hne : ev i ≠ 0 := (hA.eigenvalues_pos i).ne'
    rw [map_smul, Matrix.mulVecLin_apply, hv, smul_smul, mul_assoc, inv_mul_cancel₀ hne, mul_one]
  have hsol : A⁻¹ *ᵥ b = y := by
    rw [← hAy, Matrix.mulVec_mulVec, Matrix.nonsing_inv_mul _ hA.det_pos.ne'.isUnit,
      Matrix.one_mulVec]
  rw [hsol]
  exact hy
```

## The solution reached by step $m$

The final theorem joins three statements: membership in $K_m$, strictly lower energy than every other vector, and a step $k\le m$ with $x_k=A^{-1}b$ and all earlier residuals nonzero. By the argument for $\alpha_k$, no division up to that step has a zero denominator. `Nat.find` selects the first vanishing residual. The theorem concerns real numbers and a start from zero; it gives no bound on floating-point error.

```lean
/-- Let the positive definite matrix `A` have `m` distinct eigenvalues. Then `A⁻¹ b` lies in the
`m`-th Krylov space, has lower energy than every other vector, and is reached by exact conjugate
gradients at some step `k ≤ m`, all earlier residuals being nonzero. -/
theorem conjugate_gradient_solves (hA : A.PosDef) (b : n → ℝ) {m : ℕ}
    (hm : (spectrum ℝ A).ncard = m) :
    A⁻¹ *ᵥ b ∈ krylov A b m ∧
      (∀ y, y ≠ A⁻¹ *ᵥ b → energy A b (A⁻¹ *ᵥ b) < energy A b y) ∧
      ∃ k ≤ m, (cg A b k).x = A⁻¹ *ᵥ b ∧ ∀ j < k, (cg A b j).r ≠ 0 := by
  classical
  have hdet : IsUnit A.det := hA.det_pos.ne'.isUnit
  have hsol : A *ᵥ (A⁻¹ *ᵥ b) = b := by
    rw [Matrix.mulVec_mulVec, Matrix.mul_nonsing_inv _ hdet, Matrix.one_mulVec]
  have hmem := solution_mem_krylov hA b hm
  have hmin : ∀ y, y ≠ A⁻¹ *ᵥ b → energy A b (A⁻¹ *ᵥ b) < energy A b y := fun y hy =>
    energy_lt hA (by rw [hsol, sub_self, zero_dotProduct]) hy
  refine ⟨hmem, hmin, ?_⟩
  -- some residual vanishes by step `m`, since the solution is in the `m`-th space
  have hex : ∃ k, k ≤ m ∧ (cg A b k).r = 0 := by
    by_contra hcon
    push Not at hcon
    have hlow := cg_minimizes hA m fun j hj => hcon j hj.le
    have hx : (cg A b m).x = A⁻¹ *ᵥ b := by
      by_contra hne
      exact lt_asymm (hmin _ hne) (hlow.2 _ hmem (Ne.symm hne))
    apply hcon m le_rfl
    rw [(cg_invariant hA m fun j hj => hcon j hj.le).res, hx, hsol, sub_self]
  obtain ⟨hk, hrk⟩ := Nat.find_spec hex
  have hbefore : ∀ j < Nat.find hex, (cg A b j).r ≠ 0 := fun j hj h0 =>
    Nat.find_min hex hj ⟨hj.le.trans hk, h0⟩
  refine ⟨Nat.find hex, hk, ?_, hbefore⟩
  have hres := (cg_invariant hA _ hbefore).res
  rw [hrk] at hres
  have hAx := sub_eq_zero.1 hres.symm
  calc (cg A b (Nat.find hex)).x = A⁻¹ *ᵥ (A *ᵥ (cg A b (Nat.find hex)).x) := by
        rw [Matrix.mulVec_mulVec, Matrix.nonsing_inv_mul _ hdet, Matrix.one_mulVec]
    _ = A⁻¹ *ᵥ b := by rw [← hAx]

end

end TransportConjugateGradient
```

```lean
#print axioms TransportConjugateGradient.conjugate_gradient_solves
-- 'TransportConjugateGradient.conjugate_gradient_solves' depends on axioms: [propext, Classical.choice, Quot.sound]
```
